# Edge-Disjoint Frustrated Loops Give a Lower Bound on the Ising Energy

## The cost of frustration

Three Ising spins on a triangle with antiferromagnetic bonds cannot all be antiparallel to their neighbours, so at least one bond is left unsatisfied. A larger cluster may contain many such loops, and one unsatisfied bond can serve several of them at once. How far above the value with every bond satisfied must the energy then lie, whatever the spins do?

Loops that share no bond cannot share an unsatisfied one, so each of them adds its own cost.

## Energy and loops

Take a simple graph with m bonds, a spin s_i = ±1 on each site i, and a real coupling J_ij on each bond. The energy is

E(s) = −∑ J_ij s_i s_j,

with every bond counted once. The minus sign makes J > 0 ferromagnetic. Write e for a bond {i, j} and b_e = s_i s_j for its bond variable. The bond is unsatisfied when J_e b_e < 0. A loop is a closed walk along bonds, which may repeat sites and bonds. It is frustrated when the product of the couplings around it, each taken as often as its bond is crossed, is negative.

Suppose there are frustrated loops C_a, no two of which share a bond, and numbers g_a such that |J_e| ≥ g_a for every bond e of C_a. Then every configuration obeys

E(s) ≥ −∑ |J_e| + 2 ∑ g_a.

For J_e = ±1 and k such loops this becomes

E(s) ≥ −m + 2k.

Also for J_e = ±1, the value −m is reached by some configuration exactly when every loop has coupling product +1.

## Derivation

**One unsatisfied bond per loop.** Along a walk v_0, v_1, …, v_n the product of the bond variables is

(s_{v_0} s_{v_1})(s_{v_1} s_{v_2}) ⋯ (s_{v_{n−1}} s_{v_n}) = s_{v_0} s_{v_n},

because each interior spin appears squared. On a loop v_n = v_0, and the product is 1. Therefore

∏ J_e b_e = (∏ J_e)(∏ b_e) = ∏ J_e < 0

around a frustrated loop. A product of non-negative factors cannot be negative, so some bond of the loop has J_e b_e < 0.

**Adding the costs.** Measure the energy from the value it would have with every bond satisfied:

E(s) + ∑ |J_e| = ∑ (|J_e| − J_e b_e).

A term on the right is 2|J_e| if the bond is unsatisfied and 0 otherwise. Choose one unsatisfied bond f(a) on each loop C_a. These bonds are distinct because the loops share none. Keeping only their terms gives

E(s) + ∑ |J_e| ≥ ∑ 2|J_{f(a)}| ≥ 2 ∑ g_a.

For unit couplings, set g_a = 1.

**When −m is reached.** Let J_e = ±1. If E(s) = −m, every term 1 − J_e b_e vanishes, so J_e = b_e on each bond, and the coupling product around any loop is 1.

Conversely, let all loop products be 1. Pick a root r in each connected component and a walk P_v from r to each site v, and define s_v as the coupling product along P_v. For a bond {v, w}, follow P_v, cross the bond, and return along P_w reversed. This is a loop, so

s_v J_vw s_w = 1.

Every bond is satisfied, and E(s) = −m.

## Two triangles with a common corner

Let sites 0, 1, 2 form one triangle and sites 0, 3, 4 another, with couplings

J_01 = −1, J_12 = −2, J_02 = −3,
J_03 = −2, J_34 = −2, J_04 = −5.

Both coupling products are negative (−6 and −20), and the triangles share a site but no bond. The strengths sum to 15, and the weakest bonds give g = 1 and g = 2, so

E ≥ −15 + 2(1 + 2) = −9.

The configuration s_0 = s_1 = s_3 = +1, s_2 = s_4 = −1 leaves only the bonds 01 and 03 unsatisfied. Its energy is (1 − 2 − 3) + (2 − 2 − 5) = −9, which is therefore the ground-state energy.

Two frustrated loops that share even a single bond need not cost two bonds. In an antiferromagnetic square with one diagonal, all couplings −1, making the ends of the diagonal parallel and the other two spins opposite to them gives E = −3, below −5 + 4 = −1.

Nor is the bound always reached. For four spins with all six bonds equal to −1, any two triangles share a bond, so k = 1 and the bound is −4, while the lowest energy is −2.

## A ground-state energy on the square lattice

Take an L × L periodic square lattice with L even and at least 4. Let all horizontal bonds be +1, and let the vertical bonds be +1 and −1 in alternate columns. Each elementary square contains exactly one negative bond and is frustrated. The squares of one checkerboard colour share no bonds, and there are L²/2 of them. With m = 2L²,

E ≥ −2L² + L² = −L².

With all spins up, the vertical bonds cancel and the horizontal ones give −L². The bound and this one configuration fix the ground-state energy at −1 per site. In a search by simulated annealing, a configuration that reaches such a bound is known to be a ground state.

For a finite cluster of quantum spins with only σᶻσᶻ couplings and no field along any axis, the Hamiltonian is diagonal in the σᶻ product basis, so the same bound applies to its spectrum.

## The statement in Lean

```lean
import Mathlib

open Finset

namespace FrustratedLoopPacking

noncomputable section

variable {V : Type*} {G : SimpleGraph V}

/-- An Ising configuration: every spin is `+1` or `-1`. -/
def IsIsing (s : V → ℝ) : Prop := ∀ i, s i = 1 ∨ s i = -1

/-- The bond variable `s_i s_j` of the unordered pair `{i, j}`. -/
def bond (s : V → ℝ) : Sym2 V → ℝ :=
  Sym2.lift ⟨fun i j => s i * s j, fun i j => mul_comm (s i) (s j)⟩

/-- The Ising energy `-∑ J_ij s_i s_j`, summed over the edges of the graph. -/
def energy (G : SimpleGraph V) [Fintype G.edgeSet] (J : Sym2 V → ℝ) (s : V → ℝ) : ℝ :=
  -∑ e ∈ G.edgeFinset, J e * bond s e

/-- The product of the couplings met along a walk. -/
def couplingProduct (J : Sym2 V → ℝ) {u v : V} (p : G.Walk u v) : ℝ :=
  (p.edges.map J).prod

/-- In an Ising configuration every bond variable is `+1` or `-1`. -/
theorem bond_eq_one_or {s : V → ℝ} (hs : IsIsing s) (e : Sym2 V) :
    bond s e = 1 ∨ bond s e = -1 := by
  induction e using Sym2.ind with
  | _ i j =>
    change s i * s j = 1 ∨ s i * s j = -1
    rcases hs i with hi | hi <;> rcases hs j with hj | hj <;> rw [hi, hj] <;> norm_num

/-- In an Ising configuration the product of the bond variables along a walk is the product
of the spins at its two ends. -/
theorem bond_product_walk {s : V → ℝ} (hs : IsIsing s) {u v : V} (p : G.Walk u v) :
    couplingProduct (bond s) p = s u * s v := by
  have sq : ∀ i, s i * s i = 1 := fun i => by
    rcases hs i with h | h <;> rw [h] <;> norm_num
  induction p with
  | nil => simp [couplingProduct, sq]
  | @cons a b c h p ih =>
    have step : couplingProduct (bond s) (SimpleGraph.Walk.cons h p)
        = (s a * s b) * couplingProduct (bond s) p := by
      simp [couplingProduct, bond]
    rw [step, ih]
    linear_combination (s a * s c) * sq b

/-- A closed walk with negative coupling product contains an unsatisfied bond in every Ising
configuration. -/
theorem exists_unsatisfied_bond {J : Sym2 V → ℝ} {s : V → ℝ} (hs : IsIsing s) {v : V}
    (p : G.Walk v v) (hp : couplingProduct J p < 0) :
    ∃ e ∈ p.edges, J e * bond s e < 0 := by
  by_contra hcon
  push Not at hcon
  have hnn : 0 ≤ (p.edges.map (fun e => J e * bond s e)).prod := by
    apply List.prod_nonneg
    intro x hx
    obtain ⟨e, he, rfl⟩ := List.mem_map.mp hx
    exact hcon e he
  -- around a closed walk every spin enters an even number of times, so the bond variables
  -- multiply to 1
  have hone : (p.edges.map (bond s)).prod = 1 := by
    have h := bond_product_walk hs p
    rw [couplingProduct] at h
    rw [h]
    rcases hs v with h | h <;> rw [h] <;> norm_num
  rw [List.prod_map_mul, hone, mul_one] at hnn
  exact absurd hp (not_lt_of_ge hnn)

/-- Loop-packing bound for real couplings: if pairwise edge-disjoint closed walks have negative
coupling products, and every bond of walk `a` has strength at least `g a`, then every Ising
configuration has energy at least `-∑ |J_e| + 2 ∑ g a`. -/
theorem energy_ge_of_disjoint_loops [Fintype G.edgeSet] {ι : Type*} [Fintype ι]
    {J : Sym2 V → ℝ} {s : V → ℝ} (hs : IsIsing s)
    (base : ι → V) (C : ∀ a, G.Walk (base a) (base a))
    (hneg : ∀ a, couplingProduct J (C a) < 0)
    (hdisj : ∀ a b, a ≠ b → ∀ e ∈ (C a).edges, e ∉ (C b).edges)
    (g : ι → ℝ) (hg : ∀ a, ∀ e ∈ (C a).edges, g a ≤ |J e|) :
    -∑ e ∈ G.edgeFinset, |J e| + 2 * ∑ a, g a ≤ energy G J s := by
  choose f hf hbad using fun a => exists_unsatisfied_bond hs (C a) (hneg a)
  -- disjoint loops supply distinct unsatisfied bonds
  have hinj : Function.Injective f := by
    intro a b hab
    by_contra hne
    exact hdisj a b hne (f a) (hf a) (hab ▸ hf b)
  have hnn : ∀ e, 0 ≤ |J e| - J e * bond s e := by
    intro e
    rcases bond_eq_one_or hs e with h | h <;> rw [h]
    · linarith [le_abs_self (J e)]
    · linarith [neg_le_abs (J e)]
  -- the one chosen on walk `a` costs at least `2 * g a`
  have hcost : ∀ a, 2 * g a ≤ |J (f a)| - J (f a) * bond s (f a) := by
    intro a
    have h1 := hg a (f a) (hf a)
    have h2 := hbad a
    rcases bond_eq_one_or hs (f a) with h | h <;> rw [h] at h2 ⊢
    · rw [abs_of_neg (by linarith)] at h1 ⊢
      linarith
    · rw [abs_of_pos (by linarith)] at h1 ⊢
      linarith
  have hsub : univ.map ⟨f, hinj⟩ ⊆ G.edgeFinset := by
    intro e he
    obtain ⟨a, -, rfl⟩ := Finset.mem_map.mp he
    exact SimpleGraph.mem_edgeFinset.mpr ((C a).edges_subset_edgeSet (hf a))
  have hsum := Finset.sum_le_sum_of_subset_of_nonneg
    (f := fun e => |J e| - J e * bond s e) hsub (fun e _ _ => hnn e)
  rw [Finset.sum_map] at hsum
  have hle : ∑ a, 2 * g a ≤ ∑ a, (|J (f a)| - J (f a) * bond s (f a)) :=
    Finset.sum_le_sum fun a _ => hcost a
  rw [← Finset.mul_sum] at hle
  simp only [Function.Embedding.coeFn_mk, Finset.sum_sub_distrib] at hsum hle
  unfold energy
  linarith

/-- For couplings `±1` on a graph with `m` edges, `k` pairwise edge-disjoint closed walks of
coupling product `-1` force every Ising configuration to have energy at least `-m + 2k`. -/
theorem energy_ge_neg_edges_add_two_mul [Fintype G.edgeSet] {J : Sym2 V → ℝ}
    (hJ : ∀ e ∈ G.edgeSet, J e = 1 ∨ J e = -1) {s : V → ℝ} (hs : IsIsing s) {k : ℕ}
    (base : Fin k → V) (C : ∀ a, G.Walk (base a) (base a))
    (hneg : ∀ a, couplingProduct J (C a) = -1)
    (hdisj : ∀ a b, a ≠ b → ∀ e ∈ (C a).edges, e ∉ (C b).edges) :
    -(G.edgeFinset.card : ℝ) + 2 * k ≤ energy G J s := by
  have habs : ∀ e ∈ G.edgeSet, |J e| = 1 := fun e he => by
    rcases hJ e he with h | h <;> rw [h] <;> norm_num
  have h := energy_ge_of_disjoint_loops hs base C (fun a => by rw [hneg a]; norm_num) hdisj
    (fun _ => 1) (fun a e he => (habs e ((C a).edges_subset_edgeSet he)).ge)
  rw [Finset.sum_congr rfl (fun e he => habs e (SimpleGraph.mem_edgeFinset.mp he))] at h
  simpa only [Finset.sum_const, nsmul_eq_mul, mul_one, Finset.card_univ,
    Fintype.card_fin] using h

/-- For couplings `±1` on a graph with `m` edges, some Ising configuration has energy `-m`
exactly when every closed walk has coupling product `+1`. -/
theorem unfrustrated_iff [Fintype G.edgeSet] {J : Sym2 V → ℝ}
    (hJ : ∀ e ∈ G.edgeSet, J e = 1 ∨ J e = -1) :
    (∃ s, IsIsing s ∧ energy G J s = -(G.edgeFinset.card : ℝ)) ↔
      ∀ (v : V) (p : G.Walk v v), couplingProduct J p = 1 := by
  constructor
  · rintro ⟨s, hs, hE⟩ v p
    have hnn : ∀ e ∈ G.edgeFinset, 0 ≤ 1 - J e * bond s e := by
      intro e he
      rcases hJ e (SimpleGraph.mem_edgeFinset.mp he) with h | h <;>
        rcases bond_eq_one_or hs e with h' | h' <;> rw [h, h'] <;> norm_num
    have hzero : ∑ e ∈ G.edgeFinset, (1 - J e * bond s e) = 0 := by
      rw [Finset.sum_sub_distrib, Finset.sum_const, nsmul_eq_mul, mul_one]
      unfold energy at hE
      linarith
    -- no bond is unsatisfied, so each coupling equals its bond variable
    have heq : ∀ e ∈ p.edges, J e = bond s e := by
      intro e he
      have h := (Finset.sum_eq_zero_iff_of_nonneg hnn).mp hzero e
        (SimpleGraph.mem_edgeFinset.mpr (p.edges_subset_edgeSet he))
      rcases bond_eq_one_or hs e with h' | h' <;> rw [h'] at h ⊢ <;> linarith
    have hb := bond_product_walk hs p
    unfold couplingProduct at hb ⊢
    rw [List.map_congr_left heq, hb]
    rcases hs v with h | h <;> rw [h] <;> norm_num
  · intro H
    -- choose a root in each component and a walk from it to every site
    have hroot : ∀ c : G.ConnectedComponent, ∃ r, G.connectedComponentMk r = c :=
      SimpleGraph.ConnectedComponent.ind (fun v => ⟨v, rfl⟩)
    choose r hr using hroot
    have hw : ∀ v, Nonempty (G.Walk (r (G.connectedComponentMk v)) v) :=
      fun v => SimpleGraph.ConnectedComponent.exact (hr _)
    have hsign : ∀ l : List (Sym2 V), (∀ e ∈ l, e ∈ G.edgeSet) →
        (l.map J).prod = 1 ∨ (l.map J).prod = -1 := by
      intro l
      induction l with
      | nil => intro _; left; simp
      | cons e l ih =>
        intro hl
        rw [List.map_cons, List.prod_cons]
        rcases hJ e (hl e (by simp)) with h | h <;>
          rcases ih (fun x hx => hl x (List.mem_cons_of_mem e hx)) with h' | h' <;>
          rw [h, h'] <;> norm_num
    -- two walks from one root and the bond between their ends close a loop
    have key : ∀ (a b v w : V), a = b → ∀ (p : G.Walk a v) (q : G.Walk b w), G.Adj v w →
        J s(v, w) * (couplingProduct J p * couplingProduct J q) = 1 := by
      intro a b v w hab p q h
      subst hab
      have hl := H a (p.append (SimpleGraph.Walk.cons h q.reverse))
      unfold couplingProduct at hl ⊢
      rw [SimpleGraph.Walk.edges_append, SimpleGraph.Walk.edges_cons,
        SimpleGraph.Walk.edges_reverse, List.map_append, List.prod_append, List.map_cons,
        List.prod_cons, ((List.reverse_perm q.edges).map J).prod_eq] at hl
      linear_combination hl
    refine ⟨fun v => couplingProduct J (hw v).some,
      fun v => hsign _ (fun e he => (hw v).some.edges_subset_edgeSet he), ?_⟩
    unfold energy
    rw [Finset.sum_congr rfl (g := fun _ => (1 : ℝ)) ?_]
    · rw [Finset.sum_const, nsmul_eq_mul, mul_one]
    · intro e he
      have he' := SimpleGraph.mem_edgeFinset.mp he
      induction e using Sym2.ind with
      | _ v w =>
        have hadj : G.Adj v w := he'
        exact key _ _ v w
          (congrArg r (SimpleGraph.ConnectedComponent.sound hadj.reachable)) _ _ hadj

end

end FrustratedLoopPacking
```

```lean
#print axioms FrustratedLoopPacking.energy_ge_of_disjoint_loops
-- 'FrustratedLoopPacking.energy_ge_of_disjoint_loops' depends on axioms: [propext, Classical.choice, Quot.sound]
#print axioms FrustratedLoopPacking.energy_ge_neg_edges_add_two_mul
-- 'FrustratedLoopPacking.energy_ge_neg_edges_add_two_mul' depends on axioms: [propext, Classical.choice, Quot.sound]
#print axioms FrustratedLoopPacking.unfrustrated_iff
-- 'FrustratedLoopPacking.unfrustrated_iff' depends on axioms: [propext, Classical.choice, Quot.sound]
```

## Reading the definitions and theorems

A configuration is a real function `s : V → ℝ`, and `IsIsing s` restricts its values to ±1. `Sym2 V` is the type of unordered pairs of sites, so `J` and `bond s` are symmetric by construction. The notation `s(v, w)` denotes such a pair and has nothing to do with the spin function `s`. Only the bonds need to be finite in number, and only they enter `energy`.

A loop is a `G.Walk v v`, a closed walk that may repeat sites and bonds. Ordinary cycles are included, and `couplingProduct` counts a bond as often as it is crossed. The hypothesis `hdisj` says that different walks have no bond in common.

`energy_ge_of_disjoint_loops` is the bound for real couplings, with `g a` a lower limit on the bond strengths of walk `a`. `energy_ge_neg_edges_add_two_mul` is the −m + 2k bound; for k = 0 it reads E ≥ −m. `unfrustrated_iff` is the criterion for reaching −m.

There is no magnetic field in the model, and the loops are supplied by the user, not found. The step to a real magnet is the replacement of its moments by two-valued classical spins with pair couplings, which stands for a strong easy-axis anisotropy.

## From the telescoping product to the energy bound

`bond_eq_one_or` checks the four sign combinations of two spins. `bond_product_walk` is the telescoping product, proved by induction on the walk: prepending a bond gives (s_a s_b)(s_b s_c), and `linear_combination` removes the square of s_b.

`exists_unsatisfied_bond` argues by contradiction. If no bond were unsatisfied, `List.prod_nonneg` would make the product of all J_e b_e non-negative. `List.prod_map_mul` splits off the bond variables, whose product is 1, and the coupling product would be non-negative too.

In the main theorem, `choose` produces the function `f` that picks an unsatisfied bond on each walk, and `hinj` derives its injectivity from disjointness. `hnn` says that no bond contributes a negative excess, and `hcost` that each chosen one contributes at least `2 * g a`. `Finset.sum_le_sum_of_subset_of_nonneg` then compares the sum over chosen bonds with the sum over all bonds. The unit-coupling theorem applies this with `g` equal to 1.

In `unfrustrated_iff`, the forward direction uses the fact that a vanishing sum of non-negative terms has only zero terms, which gives `heq`, the equality of coupling and bond variable. For the reverse direction, `r` chooses the roots and `hw` supplies the walks. `hsign` shows that the resulting spins are ±1, and `key` closes two walks and a bond into a loop, which yields s_v J_vw s_w = 1.
